# Small-$K$ limit of the Bessel transform of a multipole-compensated radial density

In plane-wave GW and RPA calculations the Fourier components of pair densities are multiplied by the Coulomb kernel $4\pi/K^2$, where $K$ is the length of the wave vector, and this kernel is singular at $K = 0$. In the PAW method a pair density has a one-centre part confined to a sphere of radius $R$. A component $d(r)\,Y_{LM}(\hat r)$ of it, with radial part $d$ and spherical harmonic $Y_{LM}$, has, for a sphere centred at the origin and the convention $\int e^{-i\mathbf K\cdot\mathbf r}(\cdots)\,d^3r$, the Fourier transform $4\pi(-i)^L Y_{LM}(\hat K)\,F_L(K)$, where $\hat r$ and $\hat K$ are the directions of $\mathbf r$ and $\mathbf K$,
$$F_L(K) = \int_0^R d(r)\, j_L(Kr)\, r^2\,dr$$
and $j_L$ is the spherical Bessel function. For $L = 0$ and non-zero net charge, $F_0(K)/K^2$ diverges. For zero net charge the quotient reads $0/0$ at $K = 0$, and a quadrature at small $K$ divides a nearly cancelled integral by a small number. The theorems below supply the missing value of $F_L(K)/K^{L+2}$ for one real radial channel, with $d$ continuous on a finite interval $[0,R]$ and vanishing multipole moment. For $L = 0$ this is the Coulomb-weighted quotient $F_L(K)/K^2$ itself. For $L \ge 1$ the Coulomb-weighted quotient is $K^L$ times it and so tends to zero, and the limit gives the coefficient of its $K^L$ behaviour. The angular factor and the electrostatic picture serve as background only, and what Lean verifies starts from $F_L$.

## The series, the moments and the transform

```lean
import Mathlib

open Filter Topology Set

namespace CompensatedPairDensity

noncomputable section
```

The import loads Mathlib, and `open` allows short names for limits and intervals.

```lean
/-- Series coefficient `(-1)^k / (2^k k! (2L+2k+1)!!)` of the spherical Bessel function. -/
def coeff (L k : ℕ) : ℝ :=
  (-1) ^ k / (2 ^ k * (Nat.factorial k : ℝ) * (Nat.doubleFactorial (2 * L + 2 * k + 1) : ℝ))
```

With `L` and `k` natural numbers (type `ℕ`, zero included), this is the real number
$$c_{L,k} = \frac{(-1)^k}{2^k\,k!\,(2L+2k+1)!!}.$$
Two cases recur: $c_{L,0} = 1/(2L+1)!!$ and $c_{L,1} = -1/\big(2\,(2L+3)!!\big)$.

```lean
/-- Spherical Bessel function `j_L`, defined by its power series. -/
def sphBessel (L : ℕ) (x : ℝ) : ℝ := ∑' k, coeff L k * x ^ (L + 2 * k)
```

The symbol `∑'` is an infinite sum over $k = 0, 1, 2, \dots$, so $j_L(x) = \sum_k c_{L,k}\,x^{L+2k}$ for real $x$. The series is the definition, and the Bessel differential equation is not used. Lean gives a divergent `∑'` the value zero, which is why convergence is proved below.

```lean
/-- The series of `j_L` from term `n` on, with the factor `x^(L+2n)` removed. -/
def tail (L n : ℕ) (x : ℝ) : ℝ := ∑' k, coeff L (k + n) * x ^ (2 * k)
```

For a natural number $n$, the tail is $T_n(x) = \sum_k c_{L,k+n}\,x^{2k}$: the series of $j_L$ from term $n$ on, with $x^{L+2n}$ taken out. Its dependence on $L$ is left implicit in the notation.

```lean
/-- Radial moment `∫₀^R d(r) r^m dr` of a radial density. -/
def moment (d : ℝ → ℝ) (R : ℝ) (m : ℕ) : ℝ := ∫ r in (0 : ℝ)..R, d r * r ^ m
```

This is $M_m = \int_0^R d(r)\,r^m\,dr$. The index $m$ is the full power of $r$, including the $r^2$ of the volume element. The multipole moment of order $L$ is therefore $M_{L+2}$.

```lean
/-- Radial Bessel transform `∫₀^R d(r) j_L(Kr) r² dr` of a radial density. -/
def transform (L : ℕ) (d : ℝ → ℝ) (R K : ℝ) : ℝ :=
  ∫ r in (0 : ℝ)..R, d r * sphBessel L (K * r) * r ^ 2
```

This is $F_L(K)$, without the factor $4\pi(-i)^L Y_{LM}$. Here `K` is a real number of either sign, and `d : ℝ → ℝ` is real-valued.

## Convergence and continuity of the series

```lean
/-- For `|x| ≤ B` the `k`-th term of the tail series is bounded by `(B²)^k / k!`. -/
theorem term_bound (L n k : ℕ) {x B : ℝ} (hx : |x| ≤ B) :
    |coeff L (k + n) * x ^ (2 * k)| ≤ (B ^ 2) ^ k / (Nat.factorial k : ℝ) := by
  have hD : (1 : ℝ) ≤ (Nat.doubleFactorial (2 * L + 2 * (k + n) + 1) : ℝ) :=
    Nat.one_le_cast.mpr (Nat.succ_le_of_lt (Nat.doubleFactorial_pos _))
  have hk : (0 : ℝ) < (Nat.factorial k : ℝ) := Nat.cast_pos.mpr (Nat.factorial_pos k)
  have hF : (Nat.factorial k : ℝ) ≤ (Nat.factorial (k + n) : ℝ) :=
    Nat.cast_le.mpr (Nat.factorial_le (Nat.le_add_right k n))
  have h2 : (1 : ℝ) ≤ 2 ^ (k + n) := one_le_pow₀ (by norm_num)
  have hA : (Nat.factorial k : ℝ) ≤ 2 ^ (k + n) * (Nat.factorial (k + n) : ℝ) :=
    hF.trans (le_mul_of_one_le_left (hk.le.trans hF) h2)
  have hB := hA.trans (le_mul_of_one_le_right (hk.le.trans hA) hD)
  have hc : |coeff L (k + n)| ≤ 1 / (Nat.factorial k : ℝ) := by
    unfold coeff
    rw [abs_div, abs_pow, abs_neg, abs_one, one_pow, abs_of_pos (hk.trans_le hB)]
    exact one_div_le_one_div_of_le hk hB
  rw [abs_mul, abs_pow, pow_mul]
  calc |coeff L (k + n)| * (|x| ^ 2) ^ k
      ≤ 1 / (Nat.factorial k : ℝ) * (B ^ 2) ^ k :=
        mul_le_mul hc (pow_le_pow_left₀ (by positivity)
          (pow_le_pow_left₀ (abs_nonneg x) hx 2) k) (by positivity) (by positivity)
    _ = (B ^ 2) ^ k / (Nat.factorial k : ℝ) := by ring
```

A Lean theorem lists its variables and hypotheses before the colon and its claim after it. The hypothesis `hx` is $|x| \le B$, and the claim is $|c_{L,k+n}\,x^{2k}| \le (B^2)^k/k!$. By hand, $(k+n)! \ge k!$, while $2^{k+n} \ge 1$ and the double factorial is at least $1$. The denominator of $c_{L,k+n}$ is thus at least $k!$, so $|c_{L,k+n}| \le 1/k!$. These inequalities are `hF`, `h2`, `hD` and, combined, `hc`. The `calc` block multiplies by $|x|^{2k} \le (B^2)^k$.

```lean
/-- The tail series converges for every real argument. -/
theorem summable_tail (L n : ℕ) (x : ℝ) :
    Summable fun k => coeff L (k + n) * x ^ (2 * k) :=
  Summable.of_norm_bounded (Real.summable_pow_div_factorial (|x| ^ 2))
    fun k => term_bound L n k le_rfl
```

With $B = |x|$ the terms of $T_n(x)$ are dominated by those of the series of $e^{x^2}$, so the tail converges absolutely at every real $x$.

```lean
/-- The series defining `j_L` converges for every real argument. -/
theorem summable_sphBessel (L : ℕ) (x : ℝ) :
    Summable fun k => coeff L k * x ^ (L + 2 * k) :=
  ((summable_tail L 0 x).mul_left (x ^ L)).congr fun k => by
    simp only [Nat.add_zero]
    ring
```

The series of $j_L(x)$ is $x^L$ times that of $T_0(x)$, term by term, and converges as well.

```lean
/-- The `L = 0` series satisfies `x j_0(x) = sin x`. -/
theorem mul_sphBessel_zero (x : ℝ) : x * sphBessel 0 x = Real.sin x := by
  rw [sphBessel, ← tsum_mul_left, ← (Real.hasSum_sin x).tsum_eq]
  refine tsum_congr fun k => ?_
  have hf : (Nat.factorial (2 * k + 1) : ℝ) =
      2 ^ k * (Nat.factorial k : ℝ) * (Nat.doubleFactorial (2 * 0 + 2 * k + 1) : ℝ) := by
    rw [Nat.factorial_eq_mul_doubleFactorial (2 * k), Nat.doubleFactorial_two_mul k]
    simp only [mul_zero, zero_add]
    push_cast
    ring
  rw [hf, coeff]
  ring
```

This checks the normalisation for $L = 0$ only: $x\,j_0(x) = \sin x$. Splitting the factorial into odd and even factors gives $(2k+1)! = (2k+1)!!\,(2k)!! = 2^k\,k!\,(2k+1)!!$, which is `hf`. Then $x \cdot c_{0,k}\,x^{2k} = (-1)^k x^{2k+1}/(2k+1)!$, the $k$-th term of the sine series.

```lean
/-- The tail is a continuous function on the real line. -/
theorem continuous_tail (L n : ℕ) : Continuous (tail L n) := by
  refine continuous_iff_continuousAt.mpr fun x => ?_
  have h : ContinuousOn (fun y : ℝ => ∑' k, coeff L (k + n) * y ^ (2 * k))
      (Metric.ball 0 (|x| + 1)) :=
    continuousOn_tsum (fun k => by fun_prop)
      (Real.summable_pow_div_factorial ((|x| + 1) ^ 2))
      fun k y hy => term_bound L n k (le_of_lt (by simpa using hy))
  exact h.continuousAt (Metric.isOpen_ball.mem_nhds (by simp))
```

To show that $T_n$ is continuous at a point $x$, take the open interval of half-width $|x|+1$ about zero, which contains $x$. There the terms are bounded by the summable constants $\big((|x|+1)^2\big)^k/k!$, so the series converges uniformly and its sum is continuous. Mathlib's `continuousOn_tsum` is this Weierstrass test.

```lean
/-- `j_L(x)` is its first `n` terms plus `x^(L+2n)` times the tail. -/
theorem sphBessel_split (L n : ℕ) (x : ℝ) :
    sphBessel L x = ∑ k ∈ Finset.range n, coeff L k * x ^ (L + 2 * k)
      + x ^ (L + 2 * n) * tail L n x := by
  have h2 : x ^ (L + 2 * n) * tail L n x
      = ∑' k, coeff L (k + n) * x ^ (L + 2 * (k + n)) := by
    rw [tail, ← tsum_mul_left]
    exact tsum_congr fun k => by ring
  rw [h2]
  exact ((summable_sphBessel L x).sum_add_tsum_nat_add n).symm
```

`Finset.range n` is the set $\{0,\dots,n-1\}$, and the statement is
$$j_L(x) = \sum_{k<n} c_{L,k}\,x^{L+2k} + x^{L+2n}\,T_n(x).$$
For $n = 0$ the finite sum is empty. The step `h2` moves $x^{L+2n}$ inside the tail, after which the identity is the splitting of a convergent series at index $n$.

## The limit when the first $n$ moments vanish

```lean
/-- If `d` is continuous on `[0,R]` and its moments of order `L+2k+2` vanish for all `k < n`,
then the transform divided by `K^(L+2n)` tends, as `K → 0`, to the `n`-th series coefficient
times the moment of order `L+2n+2`. -/
theorem small_K_limit (L n : ℕ) {d : ℝ → ℝ} {R : ℝ} (hR : 0 ≤ R)
    (hd : ContinuousOn d (Icc 0 R)) (hcomp : ∀ k < n, moment d R (L + 2 * k + 2) = 0) :
    Tendsto (fun K => transform L d R K / K ^ (L + 2 * n)) (𝓝[≠] 0)
      (𝓝 (coeff L n * moment d R (L + 2 * n + 2))) := by
  -- extend `d` to a continuous function `e` on the line
  obtain ⟨e, he, heq⟩ : ∃ e : ℝ → ℝ, Continuous e ∧ ∀ r ∈ uIcc (0 : ℝ) R, d r = e r := by
    refine ⟨fun r => d (max 0 (min r R)), hd.comp_continuous (by fun_prop)
      fun r => ⟨le_max_left _ _, max_le hR (min_le_right _ _)⟩, fun r hr => ?_⟩
    rw [uIcc_of_le hR] at hr
    simp only [min_eq_left hr.2, max_eq_right hr.1]
  have ht := continuous_tail L n
  have hmom : ∀ m, moment d R m = ∫ r in (0 : ℝ)..R, e r * r ^ m := fun m =>
    intervalIntegral.integral_congr fun r hr => by simp only [heq r hr]
  -- the first `n` terms integrate to vanishing moments; only the tail survives
  have key : ∀ K : ℝ, transform L d R K = K ^ (L + 2 * n) *
      ∫ r in (0 : ℝ)..R, e r * r ^ (L + 2 * n + 2) * tail L n (K * r) := by
    intro K
    have h1 : transform L d R K = ∫ r in (0 : ℝ)..R,
        ((∑ k ∈ Finset.range n, (coeff L k * K ^ (L + 2 * k)) * (e r * r ^ (L + 2 * k + 2)))
          + K ^ (L + 2 * n) * (e r * r ^ (L + 2 * n + 2) * tail L n (K * r))) := by
      unfold transform
      refine intervalIntegral.integral_congr fun r hr => ?_
      simp only [heq r hr]
      rw [sphBessel_split L n, mul_add, add_mul, Finset.mul_sum, Finset.sum_mul]
      congr 1
      · exact Finset.sum_congr rfl fun k _ => by ring
      · ring
    have hint : ∀ k ∈ Finset.range n, IntervalIntegrable
        (fun r : ℝ => (coeff L k * K ^ (L + 2 * k)) * (e r * r ^ (L + 2 * k + 2)))
        MeasureTheory.volume 0 R := fun k _ => Continuous.intervalIntegrable (by fun_prop) _ _
    have h2 : ∫ r in (0 : ℝ)..R, ∑ k ∈ Finset.range n,
        (coeff L k * K ^ (L + 2 * k)) * (e r * r ^ (L + 2 * k + 2))
        = ∑ k ∈ Finset.range n, ∫ r in (0 : ℝ)..R,
          (coeff L k * K ^ (L + 2 * k)) * (e r * r ^ (L + 2 * k + 2)) := by
      exact intervalIntegral.integral_finsetSum hint
    have h3 : ∑ k ∈ Finset.range n, ∫ r in (0 : ℝ)..R,
        (coeff L k * K ^ (L + 2 * k)) * (e r * r ^ (L + 2 * k + 2)) = 0 := by
      refine Finset.sum_eq_zero fun k hk => ?_
      rw [intervalIntegral.integral_const_mul, ← hmom, hcomp k (Finset.mem_range.mp hk), mul_zero]
    rw [h1, intervalIntegral.integral_add (Continuous.intervalIntegrable (by fun_prop) _ _)
      (Continuous.intervalIntegrable (by fun_prop) _ _), h2, h3, zero_add,
      intervalIntegral.integral_const_mul]
  -- the tail integral is continuous in `K`; evaluate it at `K = 0`
  have hc : Continuous (Function.uncurry
      fun K r : ℝ => e r * r ^ (L + 2 * n + 2) * tail L n (K * r)) :=
    ((he.comp continuous_snd).mul (continuous_snd.pow _)).mul
      (ht.comp (continuous_fst.mul continuous_snd))
  have hΦ : Continuous fun K : ℝ =>
      ∫ r in (0 : ℝ)..R, e r * r ^ (L + 2 * n + 2) * tail L n (K * r) :=
    intervalIntegral.continuous_parametric_intervalIntegral_of_continuous' hc 0 R
  have ht0 : tail L n 0 = coeff L n := by
    rw [tail, tsum_eq_single 0]
    · simp
    · intro b hb
      have h2b : 2 * b ≠ 0 := by omega
      simp [zero_pow h2b]
  have hlim := hΦ.tendsto' 0 (coeff L n * moment d R (L + 2 * n + 2)) (by
    simp only [zero_mul, ht0]
    rw [intervalIntegral.integral_mul_const, hmom, mul_comm])
  refine (hlim.mono_left nhdsWithin_le_nhds).congr' ?_
  filter_upwards [self_mem_nhdsWithin] with K hK
  have hK0 : K ^ (L + 2 * n) ≠ 0 := pow_ne_zero _ hK
  rw [key K, mul_div_cancel_left₀ _ hK0]
```

The hypotheses are $R \ge 0$ (`hR`), continuity of $d$ on the closed interval $[0,R]$, written `Icc 0 R` (`hd`), and $M_{L+2k+2} = 0$ for all $k < n$ (`hcomp`). `Tendsto` expresses a limit, `𝓝[≠] 0` means that $K$ approaches zero from both sides through non-zero values, and the last argument holds the limiting value. The claim is
$$\lim_{K\to 0} \frac{F_L(K)}{K^{L+2n}} = c_{L,n}\,M_{L+2n+2}.$$
For $n = 0$ there is no moment condition and the limit is $M_{L+2}/(2L+1)!!$. For $R = 0$ both sides are zero.

By hand, put $x = Kr$ in the splitting, multiply by $d(r)\,r^2$ and integrate:
$$F_L(K) = \sum_{k<n} c_{L,k}\,K^{L+2k} M_{L+2k+2} + K^{L+2n}\,\Phi(K), \qquad \Phi(K) = \int_0^R d(r)\,r^{L+2n+2}\,T_n(Kr)\,dr.$$
Only a finite sum is exchanged with the integral. Each of its terms vanishes by hypothesis, so $F_L(K)/K^{L+2n} = \Phi(K)$ for $K \ne 0$. The integrand of $\Phi$ is jointly continuous in $(K,r)$ and the interval is compact, so $\Phi$ is continuous. At the origin only the $k = 0$ term of the tail survives, $T_n(0) = c_{L,n}$, and hence $\Phi(K) \to \Phi(0) = c_{L,n}\,M_{L+2n+2}$.

The Lean proof first replaces $d$ by $e(r) = d(\max(0,\min(r,R)))$, which agrees with $d$ on $[0,R]$ and is continuous on the whole line, as the Mathlib lemma on parameter-dependent integrals requires. By `hmom` the moments are unchanged. The statement `key` is $F_L = K^{L+2n}\Phi$. Inside it, `h1` inserts the splitting, `h2` exchanges finite sum and integral, and `h3` removes the vanishing moments. Then `hc` and `hΦ` give the continuity of the integrand and of $\Phi$, `ht0` evaluates $T_n(0)$, and the last lines cancel $K^{L+2n} \neq 0$.

## The compensated case

```lean
/-- For a density continuous on `[0,R]` with vanishing multipole moment `∫ d r^(L+2)`, the
transform over `K^(L+2)` tends, as `K → 0`, to `-∫ d r^(L+4) / (2 (2L+3)!!)`. -/
theorem compensated_limit (L : ℕ) {d : ℝ → ℝ} {R : ℝ} (hR : 0 ≤ R)
    (hd : ContinuousOn d (Icc 0 R)) (hcomp : moment d R (L + 2) = 0) :
    Tendsto (fun K => transform L d R K / K ^ (L + 2)) (𝓝[≠] 0)
      (𝓝 (-moment d R (L + 4) / (2 * (Nat.doubleFactorial (2 * L + 3) : ℝ)))) := by
  have h := small_K_limit L 1 hR hd fun k hk => by
    obtain rfl : k = 0 := by omega
    simpa using hcomp
  have hc : coeff L 1 * moment d R (L + 2 * 1 + 2)
      = -moment d R (L + 4) / (2 * (Nat.doubleFactorial (2 * L + 3) : ℝ)) := by
    unfold coeff
    rw [show L + 2 * 1 + 2 = L + 4 by ring, show 2 * L + 2 * 1 + 1 = 2 * L + 3 by ring]
    simp only [Nat.factorial_one, Nat.cast_one]
    ring
  rw [hc] at h
  exact h
```

The single condition `hcomp` is $M_{L+2} = 0$. A charge $d(r)\,Y_{LM}$ confined to the sphere has an exterior potential proportional to $M_{L+2}/r^{L+1}$, and the PAW compensation charge is chosen so that this moment vanishes for the difference between the all-electron and the compensated smooth one-centre density. Here the condition is assumed and not derived from such a construction. The conclusion is
$$\lim_{K\to 0} \frac{F_L(K)}{K^{L+2}} = -\frac{M_{L+4}}{2\,(2L+3)!!},$$
which for $L = 0$ is $-M_4/6$. The proof is the case $n = 1$: the only $k < 1$ is $k = 0$, and `hc` writes out $c_{L,1}M_{L+4}$. The statement gives a limit without a rate of convergence, and the limit is zero when $M_{L+4}$ vanishes too. It does not treat complex densities, discontinuous $d$, an infinite range, sums over channels or the smooth plane-wave part of the pair density.

## Compensation is also necessary

```lean
/-- For a density continuous on `[0,R]`, the transform over `K^(L+2)` has a finite limit as
`K → 0` exactly when the multipole moment `∫ d r^(L+2)` vanishes. -/
theorem finite_limit_iff_compensated (L : ℕ) {d : ℝ → ℝ} {R : ℝ} (hR : 0 ≤ R)
    (hd : ContinuousOn d (Icc 0 R)) :
    (∃ a : ℝ, Tendsto (fun K => transform L d R K / K ^ (L + 2)) (𝓝[≠] 0) (𝓝 a)) ↔
      moment d R (L + 2) = 0 := by
  refine ⟨fun ⟨a, ha⟩ => ?_, fun h => ⟨_, compensated_limit L hR hd h⟩⟩
  have h0 := small_K_limit L 0 hR hd fun k hk => absurd hk (Nat.not_lt_zero k)
  have hK : Tendsto (fun K : ℝ => K ^ 2) (𝓝[≠] 0) (𝓝 0) :=
    ((continuous_pow 2).tendsto' 0 0 (by simp)).mono_left nhdsWithin_le_nhds
  -- multiplying by `K²` shows that the leading-order limit is zero
  have h1 : Tendsto (fun K => transform L d R K / K ^ (L + 2 * 0)) (𝓝[≠] 0) (𝓝 (0 * a)) := by
    refine (hK.mul ha).congr' ?_
    filter_upwards [self_mem_nhdsWithin] with K hK'
    have hK0 : K ≠ 0 := hK'
    simp only [mul_zero, add_zero]
    rw [pow_add]
    field_simp
  have h2 := tendsto_nhds_unique h0 h1
  have hc : coeff L 0 ≠ 0 := by
    have := (Nat.doubleFactorial_pos (2 * L + 1)).ne'
    simp [coeff, this]
  simpa [hc] using h2
```

The symbol `∃ a : ℝ` reads "there is a real number $a$" and `↔` reads "if and only if". For $d$ continuous on $[0,R]$, the quotient $F_L(K)/K^{L+2}$ has a finite limit exactly when $M_{L+2} = 0$. The necessity refers to the power $K^{L+2}$: for $L \ge 2$ the Coulomb-weighted quotient $F_L(K)/K^2 = K^{L-2}\,F_L(K)/K^L$ has a finite limit whatever $M_{L+2}$ is, by the case $n = 0$ of the general theorem. The direction from right to left is `compensated_limit`. For the other, suppose the limit is $a$. For $K \ne 0$,
$$\frac{F_L(K)}{K^{L}} = K^2 \cdot \frac{F_L(K)}{K^{L+2}} \;\to\; 0 \cdot a = 0,$$
which is `h1`. The general theorem with $n = 0$, here `h0`, says that the same quantity tends to $c_{L,0}\,M_{L+2}$. Limits are unique (`tendsto_nhds_unique`), so $c_{L,0}\,M_{L+2} = 0$, and $c_{L,0} = 1/(2L+1)!! \ne 0$ leaves $M_{L+2} = 0$.

## A compensated density with a non-zero next moment

```lean
/-- The density `(L+3) - (L+5) r²` on `[0,1]` has vanishing moment of order `L+2` and moment
`-4 / ((L+5)(L+7))` of order `L+4`. -/
theorem compensated_witness (L : ℕ) :
    moment (fun r => (L + 3) - (L + 5) * r ^ 2) 1 (L + 2) = 0 ∧
    moment (fun r => (L + 3) - (L + 5) * r ^ 2) 1 (L + 4) = -4 / ((L + 5) * (L + 7)) := by
  have h : ∀ m : ℕ, moment (fun r => (L + 3) - (L + 5) * r ^ 2) 1 m
      = (L + 3) / (m + 1) - (L + 5) / (m + 3) := by
    intro m
    have e : (fun r : ℝ => (((L : ℝ) + 3) - (L + 5) * r ^ 2) * r ^ m)
        = fun r => ((L : ℝ) + 3) * r ^ m - (L + 5) * r ^ (m + 2) := by
      funext r
      ring
    simp only [moment]
    rw [e, intervalIntegral.integral_sub (Continuous.intervalIntegrable (by fun_prop) _ _)
      (Continuous.intervalIntegrable (by fun_prop) _ _), intervalIntegral.integral_const_mul,
      intervalIntegral.integral_const_mul, integral_pow, integral_pow, one_pow, one_pow,
      zero_pow (Nat.succ_ne_zero _), zero_pow (Nat.succ_ne_zero _)]
    push_cast
    rw [show (m : ℝ) + 2 + 1 = m + 3 by ring]
    ring
  constructor <;> (rw [h]; push_cast; field_simp; ring)

end

end CompensatedPairDensity
```

```lean
#print axioms CompensatedPairDensity.mul_sphBessel_zero
#print axioms CompensatedPairDensity.finite_limit_iff_compensated
```

```
'CompensatedPairDensity.mul_sphBessel_zero' depends on axioms: [propext, Classical.choice, Quot.sound]
'CompensatedPairDensity.finite_limit_iff_compensated' depends on axioms: [propext, Classical.choice, Quot.sound]
```

The symbol `∧` joins two claims about $d(r) = (L+3) - (L+5)\,r^2$ with $R = 1$. From $\int_0^1 r^m\,dr = 1/(m+1)$ one has, as in `h`,
$$M_m = \frac{L+3}{m+1} - \frac{L+5}{m+3}.$$
At $m = L+2$ this is $1 - 1 = 0$. At $m = L+4$ it is
$$\frac{(L+3)(L+7) - (L+5)^2}{(L+5)(L+7)} = \frac{-4}{(L+5)(L+7)}.$$
The polynomial is a test function and not a physical pair density. It equals $-2$ at $r = 1$, which the hypotheses allow, since they impose no boundary value. For $L = 0$ it is $3 - 5r^2$ with $M_4 = -4/35$, and inserting this value into $-M_4/6$ gives $2/105$.
